# A 1/(Td) error bound for the secular average of a Redfield generator at a fixed state

A Redfield equation can turn a valid density matrix into one with negative populations. The usual remedy drops the terms that oscillate at differences of transition frequencies. If two frequencies lie too close together for this, coherence transfer between the transitions may be lost; an error estimate shows how the gap enters.

For finitely many frequencies at least $d>0$ apart, averaging over $[0,T]$ leaves an error of at most $2/(Td)$ times the summed norms of the dropped coefficients. This bears on secular master equations for finite-dimensional open quantum systems, with the interaction-picture state held fixed during the average.

## Finitely many frequencies

The transition frequencies $\omega_w$ ($\hbar=1$) carry labels $w$ from a finite type `ι`; in Lean, `w` is the label and `ω w` the frequency. The coefficients $B_{ww'}$ lie in a complex normed space `E`, for instance matrices. The sum and its secular part are

$$R(t)=\sum_{w,w'}e^{i(\omega_{w'}-\omega_w)t}B_{ww'},\qquad R_{\rm sec}=\sum_w B_{ww}.$$

Finiteness lets sum and integral be exchanged below. An infinite family would need a convergence condition, and its frequencies could accumulate, leaving no gap.

```lean
import Mathlib

open Filter Topology
open scoped Matrix Matrix.Norms.L2Operator

namespace RedfieldSecularLimit

noncomputable section

variable {ι E n : Type*} [Fintype ι] [NormedAddCommGroup E] [NormedSpace ℂ E]

/-- The oscillating factor `exp(iΔt)` at frequency difference `Δ`. -/
def phase (Δ t : ℝ) : ℂ := Complex.exp (Complex.I * Δ * t)

/-- The average of a time-dependent quantity over `[0, T]`, for `T > 0`. -/
def timeAverage (T : ℝ) (f : ℝ → E) : E := T⁻¹ • ∫ t in (0 : ℝ)..T, f t

/-- The interaction-picture sum of `exp(i(ω w' - ω w)t) B w w'` over all pairs of labels. -/
def redfieldSum (ω : ι → ℝ) (B : ι → ι → E) (t : ℝ) : E :=
  ∑ w, ∑ w', phase (ω w' - ω w) t • B w w'

/-- The secular part: only the diagonal terms, with equal labels, are kept. -/
def secularPart (B : ι → ι → E) : E := ∑ w, B w w
```

## A positive averaging time

$T$ is the time over which the dynamics is coarse-grained. For $\Delta\neq0$, integrating one phase gives

$$a_T(\Delta)=\frac1T\int_0^T e^{i\Delta t}\,dt=\frac{e^{i\Delta T}-1}{i\Delta T},\qquad |a_T(\Delta)|\le\frac{2}{T|\Delta|},$$

since the numerator is a difference of two numbers of modulus one. Positivity of $T$ gives $|T|=T$ in the denominator; for negative $T$ the stated bound would be negative.

`average_phase` is the integral with the denominator multiplied out, so it also holds at $\Delta=0$.

```lean
/-- The average of a phase, multiplied by `iΔT`, is the change of the phase over `[0, T]`. -/
theorem average_phase (Δ T : ℝ) :
    Complex.I * Δ * T * timeAverage T (phase Δ) = phase Δ T - 1 := by
  rcases eq_or_ne T 0 with rfl | hT
  · simp [timeAverage, phase]
  rcases eq_or_ne Δ 0 with rfl | hΔ
  · simp [phase]
  have hT' : (T : ℂ) ≠ 0 := Complex.ofReal_ne_zero.mpr hT
  have hΔ' : (Δ : ℂ) ≠ 0 := Complex.ofReal_ne_zero.mpr hΔ
  have hI : Complex.I ≠ 0 := Complex.I_ne_zero
  simp only [timeAverage, phase]
  rw [integral_exp_mul_complex (mul_ne_zero hI hΔ'), Complex.real_smul]
  simp only [Complex.ofReal_zero, mul_zero, Complex.exp_zero, Complex.ofReal_inv]
  generalize Complex.exp (Complex.I * Δ * T) = z
  field_simp
```

The next proof takes norms of this identity and applies the triangle inequality.

```lean
/-- Over a time `T > 0`, a phase with nonzero frequency `Δ` has an average of modulus at most
`2/(T|Δ|)`. -/
theorem norm_average_phase_le {Δ T : ℝ} (hT : 0 < T) (hΔ : Δ ≠ 0) :
    ‖timeAverage T (phase Δ)‖ ≤ 2 / (T * |Δ|) := by
  have h := congrArg norm (average_phase Δ T)
  simp only [norm_mul, Complex.norm_I, Complex.norm_real, Real.norm_eq_abs,
    abs_of_pos hT, one_mul] at h
  have h1 : ‖phase Δ T‖ = 1 := by
    rw [phase, show Complex.I * Δ * T = ((Δ * T : ℝ) : ℂ) * Complex.I by push_cast; ring]
    exact Complex.norm_exp_ofReal_mul_I _
  have h2 := norm_sub_le (phase Δ T) 1
  rw [h1, norm_one] at h2
  rw [le_div_iff₀ (mul_pos hT (abs_pos.mpr hΔ))]
  linarith
```

At $\Delta T=\pi$ the numerator is $-2$, so the constant 2 in the single-phase bound is optimal.

```lean
/-- The bound `2/(T|Δ|)` on an averaged phase is attained after half a period, `ΔT = π`
with `T > 0`. -/
theorem norm_average_phase_eq {Δ T : ℝ} (hT : 0 < T) (h : Δ * T = Real.pi) :
    ‖timeAverage T (phase Δ)‖ = 2 / (T * |Δ|) := by
  have hΔ : Δ ≠ 0 := by
    rintro rfl
    rw [zero_mul] at h
    exact Real.pi_ne_zero h.symm
  have hp : phase Δ T = -1 := by
    rw [phase, show Complex.I * Δ * T = ((Δ * T : ℝ) : ℂ) * Complex.I by push_cast; ring,
      h, Complex.exp_pi_mul_I]
  have h1 := congrArg norm (average_phase Δ T)
  have h2 : ‖(-1 - 1 : ℂ)‖ = 2 := by norm_num
  rw [hp, h2] at h1
  simp only [norm_mul, Complex.norm_I, Complex.norm_real, Real.norm_eq_abs,
    abs_of_pos hT, one_mul] at h1
  rw [eq_div_iff (mul_pos hT (abs_pos.mpr hΔ)).ne']
  linarith
```

## Coefficients in a complete space

Completeness keeps limits of approximating sums inside `E`, and finite matrices satisfy it automatically. By linearity,

$$\frac1T\int_0^T R(t)\,dt=\sum_{w,w'}a_T(\omega_{w'}-\omega_w)B_{ww'}.$$

The proof establishes continuity, exchanges the integral with each sum in turn, and pulls out the constant $B_{ww'}$. In an incomplete space Lean sets the integral to zero, so the hypothesis matters.

```lean
/-- Averaging the interaction-picture sum amounts to averaging each phase separately. -/
theorem average_redfieldSum [CompleteSpace E] (ω : ι → ℝ) (B : ι → ι → E) (T : ℝ) :
    timeAverage T (redfieldSum ω B) =
      ∑ w, ∑ w', timeAverage T (phase (ω w' - ω w)) • B w w' := by
  have hc : ∀ w w', Continuous (fun t : ℝ => phase (ω w' - ω w) t • B w w') := by
    intro w w'
    unfold phase
    fun_prop
  have hs : ∀ w, Continuous (fun t : ℝ => ∑ w', phase (ω w' - ω w) t • B w w') :=
    fun w => continuous_finsetSum _ fun w' _ => hc w w'
  simp only [timeAverage, redfieldSum]
  rw [intervalIntegral.integral_finsetSum fun w _ => (hs w).intervalIntegrable _ _,
    Finset.smul_sum]
  refine Finset.sum_congr rfl fun w _ => ?_
  rw [intervalIntegral.integral_finsetSum fun w' _ => (hc w w').intervalIntegrable _ _,
    Finset.smul_sum]
  refine Finset.sum_congr rfl fun w' _ => ?_
  rw [intervalIntegral.integral_smul_const, smul_assoc]
```

## Distinct frequencies

`Function.Injective ω` says that different labels carry different frequencies, so all transitions at one frequency are collected in one component. Diagonal phases average to $a_T(0)=1$ and cancel against $R_{\rm sec}$. What remains satisfies

$$\Big\|\frac1T\int_0^T R\,dt-R_{\rm sec}\Big\|\le\sum_{w}\sum_{w'\ne w}\frac{2}{T|\omega_{w'}-\omega_w|}\|B_{ww'}\|.$$

In Lean, `key` is this cancellation, and `Finset.univ.erase w` is the set $w'\neq w$. If two labels shared a frequency, their cross term would be constant in time and survive every average.

```lean
/-- For distinct frequencies and `T > 0`, each off-diagonal term contributes to the secular error at
most its norm times `2/(T|ω w' - ω w|)`. -/
theorem secular_error_le_sum [CompleteSpace E] [DecidableEq ι] {ω : ι → ℝ}
    (hω : Function.Injective ω) (B : ι → ι → E) {T : ℝ} (hT : 0 < T) :
    ‖timeAverage T (redfieldSum ω B) - secularPart B‖ ≤
      ∑ w, ∑ w' ∈ Finset.univ.erase w, 2 / (T * |ω w' - ω w|) * ‖B w w'‖ := by
  have h0 : timeAverage T (phase 0) = 1 := by
    have hp : phase 0 = fun _ => 1 := by
      funext t
      simp [phase]
    simp only [timeAverage, hp, intervalIntegral.integral_const, sub_zero, smul_smul,
      inv_mul_cancel₀ hT.ne', one_smul]
  -- the diagonal terms cancel against the secular part
  have key : timeAverage T (redfieldSum ω B) - secularPart B =
      ∑ w, ∑ w' ∈ Finset.univ.erase w,
        timeAverage T (phase (ω w' - ω w)) • B w w' := by
    rw [average_redfieldSum, secularPart, ← Finset.sum_sub_distrib]
    refine Finset.sum_congr rfl fun w _ => ?_
    rw [← Finset.add_sum_erase _ _ (Finset.mem_univ w)]
    simp only [sub_self, h0, one_smul, add_sub_cancel_left]
  rw [key]
  refine (norm_sum_le _ _).trans (Finset.sum_le_sum fun w _ => ?_)
  refine (norm_sum_le _ _).trans (Finset.sum_le_sum fun w' hw' => ?_)
  rw [norm_smul]
  exact mul_le_mul_of_nonneg_right (norm_average_phase_le hT
    (sub_ne_zero.mpr (hω.ne (Finset.ne_of_mem_erase hw')))) (norm_nonneg _)
```

## A minimum gap

The gap $d$ is a lower bound on the slowest beat frequency. Inserting $|\omega_{w'}-\omega_w|\ge d$ into each term gives the main bound,

$$\Big\|\frac1T\int_0^T R\,dt-R_{\rm sec}\Big\|\le\frac{2}{Td}\sum_w\sum_{w'\ne w}\|B_{ww'}\|.$$

The proof first derives distinctness from the gap, then compares term by term. Without a lower bound, two frequencies may approach each other at fixed $T$; their averaged phase tends to 1 and the dropped term survives almost in full. With a single frequency both sides vanish.

```lean
/-- Secular approximation: if different labels have frequencies at least `d > 0` apart, the average
over `[0, T]`, `T > 0`, differs from the secular part by at most `2/(Td)` times the summed
off-diagonal norms. -/
theorem secular_error_le [CompleteSpace E] [DecidableEq ι] {ω : ι → ℝ} {d T : ℝ}
    (hd : 0 < d) (hgap : ∀ w w', w ≠ w' → d ≤ |ω w' - ω w|)
    (B : ι → ι → E) (hT : 0 < T) :
    ‖timeAverage T (redfieldSum ω B) - secularPart B‖ ≤
      2 / (T * d) * ∑ w, ∑ w' ∈ Finset.univ.erase w, ‖B w w'‖ := by
  have hω : Function.Injective ω := by
    intro w w' h
    by_contra hne
    have h1 := hgap w w' hne
    rw [h, sub_self, abs_zero] at h1
    linarith
  refine (secular_error_le_sum hω B hT).trans ?_
  rw [Finset.mul_sum]
  refine Finset.sum_le_sum fun w _ => ?_
  rw [Finset.mul_sum]
  refine Finset.sum_le_sum fun w' hw' => ?_
  have h1 := hgap w w' (Finset.ne_of_mem_erase hw').symm
  have h2 : 2 / (T * |ω w' - ω w|) ≤ 2 / (T * d) := by gcongr
  exact mul_le_mul_of_nonneg_right h2 (norm_nonneg _)
```

For the limit $T\to\infty$ distinctness suffices: each term of the bound in `secular_error_le_sum` falls as $1/T$, and `squeeze_zero'` concludes.

```lean
/-- For distinct frequencies the long-time average converges to the secular part. -/
theorem tendsto_secularPart [CompleteSpace E] {ω : ι → ℝ}
    (hω : Function.Injective ω) (B : ι → ι → E) :
    Tendsto (fun T => timeAverage T (redfieldSum ω B)) atTop (𝓝 (secularPart B)) := by
  classical
  have h0 : ∀ a b : ℝ, Tendsto (fun T : ℝ => 2 / (T * a) * b) atTop (𝓝 0) := by
    intro a b
    have h := (tendsto_inv_atTop_zero (𝕜 := ℝ)).const_mul (2 / a * b)
    rw [mul_zero] at h
    refine h.congr fun T => ?_
    ring
  have hlim := tendsto_finsetSum Finset.univ fun w _ =>
    tendsto_finsetSum (Finset.univ.erase w) fun w' _ => h0 |ω w' - ω w| ‖B w w'‖
  simp only [Finset.sum_const_zero] at hlim
  rw [tendsto_iff_norm_sub_tendsto_zero]
  exact squeeze_zero' (Eventually.of_forall fun _ => norm_nonneg _)
    ((eventually_gt_atTop 0).mono fun T hT => secular_error_le_sum hω B hT) hlim
```

## Bath transforms split into rate and shift

For one coupling operator with frequency components $A_w$, the bath enters through the half-sided Fourier transform of its correlation function at $\omega_w$, written $\Gamma_w=\gamma_w/2+iS_w$, with rate $\gamma_w$ and Lamb-shift strength $S_w$. Any complex number splits this way, so nothing is restricted. With $K_w=A_w^\dagger A_w$, the diagonal coefficient is

$$\begin{aligned}
&\Gamma_w(A_w\rho A_w^\dagger-K_w\rho)+\Gamma_w^*(A_w\rho A_w^\dagger-\rho K_w)\\
&\quad=\gamma_w\big(A_w\rho A_w^\dagger-\tfrac12\{K_w,\rho\}\big)-iS_w[K_w,\rho].
\end{aligned}$$

Lean computes the conjugate, and `module` collects the terms. The name `lindblad` refers to the algebraic form: $\gamma_w\ge0$, which suffices for complete positivity of the evolution, is not assumed.

```lean
variable [Fintype n] [DecidableEq n]

/-- Redfield coefficients for one coupling operator with frequency components `A w` and
half-sided bath transforms `Γ w`, acting on `ρ`. -/
def redfieldCoeff (Γ : ι → ℂ) (A : ι → Matrix n n ℂ) (ρ : Matrix n n ℂ) (w w' : ι) :
    Matrix n n ℂ :=
  Γ w • (A w * ρ * (A w')ᴴ - (A w')ᴴ * A w * ρ) +
    starRingEnd ℂ (Γ w') • (A w * ρ * (A w')ᴴ - ρ * ((A w')ᴴ * A w))

/-- The Lindblad form with rates `γ w` and a Lamb-shift commutator with strengths `S w`. -/
def lindblad (γ S : ι → ℝ) (A : ι → Matrix n n ℂ) (ρ : Matrix n n ℂ) : Matrix n n ℂ :=
  ∑ w, ((γ w : ℂ) • (A w * ρ * (A w)ᴴ -
      (1 / 2 : ℂ) • ((A w)ᴴ * A w * ρ + ρ * ((A w)ᴴ * A w))) -
    (Complex.I * S w) • ((A w)ᴴ * A w * ρ - ρ * ((A w)ᴴ * A w)))

/-- With `Γ = γ/2 + iS`, the secular part of the Redfield coefficients is the Lindblad form. -/
theorem secularPart_redfieldCoeff (γ S : ι → ℝ) (A : ι → Matrix n n ℂ) (ρ : Matrix n n ℂ) :
    secularPart (redfieldCoeff (fun w => (γ w : ℂ) / 2 + Complex.I * S w) A ρ) =
      lindblad γ S A ρ := by
  unfold secularPart lindblad
  refine Finset.sum_congr rfl fun w _ => ?_
  have hs : starRingEnd ℂ ((γ w : ℂ) / 2 + Complex.I * S w) =
      (γ w : ℂ) / 2 - Complex.I * S w := by
    simp only [map_add, map_mul, map_div₀, Complex.conj_ofReal, Complex.conj_I, map_ofNat]
    ring
  simp only [redfieldCoeff, hs]
  module
```

## A state held fixed

The final theorem inserts these coefficients into the main bound, in the operator norm. The matrices $A_w$ and $\rho$ are arbitrary; no Hamiltonian ties $A_w$ to $\omega_w$.

Here $\rho$ is the interaction-picture state, from which the free evolution has been removed; in a real system the bath still changes it during the average. The fixed-state average is a reasonable guide to the dynamics when $T$ is short compared with the relaxation time, and the factor $2/(Td)$ is small when $T$ is long compared with $1/d$. When no $T$ meets both conditions, the bound supports dropping the terms only if their coefficients are themselves small.

```lean
/-- For frequencies at least `d > 0` apart and `T > 0`, the averaged Redfield generator on a
fixed `ρ` is within `2/(Td)` times the summed off-diagonal operator norms of the Lindblad form. -/
theorem redfield_lindblad_error_le [DecidableEq ι] {ω : ι → ℝ} {d T : ℝ}
    (hd : 0 < d) (hgap : ∀ w w', w ≠ w' → d ≤ |ω w' - ω w|) (hT : 0 < T)
    (γ S : ι → ℝ) (A : ι → Matrix n n ℂ) (ρ : Matrix n n ℂ) :
    ‖timeAverage T (redfieldSum ω
        (redfieldCoeff (fun w => (γ w : ℂ) / 2 + Complex.I * S w) A ρ)) -
      lindblad γ S A ρ‖ ≤
    2 / (T * d) * ∑ w, ∑ w' ∈ Finset.univ.erase w,
      ‖redfieldCoeff (fun w => (γ w : ℂ) / 2 + Complex.I * S w) A ρ w w'‖ := by
  have : CompleteSpace (Matrix n n ℂ) := FiniteDimensional.complete ℂ _
  rw [← secularPart_redfieldCoeff]
  exact secular_error_le hd hgap _ hT

end

end RedfieldSecularLimit
```

```lean
#print axioms RedfieldSecularLimit.norm_average_phase_eq
-- 'RedfieldSecularLimit.norm_average_phase_eq' depends on axioms: [propext, Classical.choice, Quot.sound]
#print axioms RedfieldSecularLimit.tendsto_secularPart
-- 'RedfieldSecularLimit.tendsto_secularPart' depends on axioms: [propext, Classical.choice, Quot.sound]
#print axioms RedfieldSecularLimit.redfield_lindblad_error_le
-- 'RedfieldSecularLimit.redfield_lindblad_error_le' depends on axioms: [propext, Classical.choice, Quot.sound]
```
